# For nonzero momentum transfer up to the difference of the Fermi radii, the Stoner continuum of parabolic bands is a full interval in two or more dimensions

In a metallic ferromagnet, a spin flip that lowers the magnetization moves an electron from the majority band to the minority band; only such flips are considered here. Let $k$ be its initial momentum and $k+q$ its final momentum, and write $Q=\|q\|$. In units with $\hbar=m=1$ the majority band is $\|k\|^2/2$ and the minority band is $\|k\|^2/2+D$. The constant $D$ is the exchange splitting, often written $\Delta$: the mean-field energy cost of minority spin.

Majority states with $\|k\|\le a$ are occupied, and minority states with norm at least $b$ are empty. Textbooks write $k_{F\uparrow}$ for $a$ and $k_{F\downarrow}$ for $b$. States exactly on a Fermi surface count as allowed. The Stoner continuum at fixed $q$ is the set of energies of all allowed flips, and the problem is to find which energies occur.

A spin wave whose energy lies in this continuum can decay into single-electron flips; the bands here are parabolic, with a constant splitting and no further interaction.

In Lean, momenta are vectors in a real inner product space `E`, so they vary continuously, as in an infinite system.

```lean
import Mathlib

open Set

namespace StonerContinuum

noncomputable section

variable {E : Type*} [NormedAddCommGroup E] [InnerProductSpace ℝ E]
```

The excitation energy is defined as the final band energy minus the initial one.

```lean
/-- Energy needed to move an electron from the majority band `‖k‖² / 2` at momentum `k`
to the minority band `‖k‖² / 2 + D` at momentum `k + q`. -/
def spinFlipEnergy (D : ℝ) (k q : E) : ℝ :=
  (‖k + q‖ ^ 2 / 2 + D) - ‖k‖ ^ 2 / 2
```

The continuum collects the values $\omega$ for which some allowed $k$ exists. The numbers $D$, $a$ and $b$ are independent inputs. In the ground state of this model with both bands partly filled, a common Fermi level ties them together by $D=(a^2-b^2)/2$; that relation is not imposed here.

```lean
/-- The spin-flip energies at momentum transfer `q`, when the initial majority state lies
within the Fermi radius `a` and the final minority state has momentum of norm at least `b`. -/
def stonerContinuum (D a b : ℝ) (q : E) : Set ℝ :=
  {ω | ∃ k : E, ‖k‖ ≤ a ∧ b ≤ ‖k + q‖ ∧ spinFlipEnergy D k q = ω}
```

## (a) Splitting, linear term and recoil

Show that the excitation energy is
$$D+\langle k,q\rangle+\tfrac12Q^2 .$$

**Solution.** Expand $\|k+q\|^2=\|k\|^2+2\langle k,q\rangle+Q^2$, halve it, add $D$ and subtract $\|k\|^2/2$. The quadratic terms in $k$ cancel because both bands have the same mass. In Lean, `norm_add_sq_real` is the expansion, `ring` does the cancellation, and `inner ℝ k q` is $\langle k,q\rangle$.

```lean
/-- The spin-flip energy is the band splitting plus a term linear in the initial momentum
plus the recoil energy. -/
theorem spinFlipEnergy_eq (D : ℝ) (k q : E) :
    spinFlipEnergy D k q = D + inner ℝ k q + ‖q‖ ^ 2 / 2 := by
  unfold spinFlipEnergy
  rw [norm_add_sq_real]
  ring
```

## (b) Bounds from the majority Fermi radius

Show that every $k$ with $\|k\|\le a$ has an excitation energy $\omega$ satisfying
$$D+\tfrac12Q^2-aQ\;\le\;\omega\;\le\;D+\tfrac12Q^2+aQ .$$

**Solution.** By Cauchy-Schwarz, $|\langle k,q\rangle|\le\|k\|Q\le aQ$. Insert this into (a). The closed interval is `Icc` in Lean; `h1` holds the Cauchy-Schwarz inequality and `h2` the step from $\|k\|Q$ to $aQ$. The minority occupation plays no part, and the dimension is arbitrary.

```lean
/-- An electron starting within the majority Fermi radius `a` has a spin-flip energy within
`a ‖q‖` of `D + ‖q‖² / 2`. -/
theorem spinFlipEnergy_mem_Icc (D : ℝ) {a : ℝ} {k : E} (q : E) (hk : ‖k‖ ≤ a) :
    spinFlipEnergy D k q ∈
      Icc (D + ‖q‖ ^ 2 / 2 - a * ‖q‖) (D + ‖q‖ ^ 2 / 2 + a * ‖q‖) := by
  have h1 := abs_le.mp (abs_real_inner_le_norm k q)
  have h2 : ‖k‖ * ‖q‖ ≤ a * ‖q‖ := mul_le_mul_of_nonneg_right hk (norm_nonneg q)
  rw [spinFlipEnergy_eq]
  constructor
  · linarith [h1.1]
  · linarith [h1.2]
```

## (c) No Pauli blocking from the majority Fermi surface

Let $\|k\|=a$ and $Q\le a-b$. Show that the final state is available:
$$\|k+q\|\ge b .$$

**Solution.** Since $k=(k+q)-q$, the triangle inequality gives $a=\|k\|\le\|k+q\|+Q$. Hence $\|k+q\|\ge a-Q\ge b$. Only the norm is used, so the Lean lemma omits the inner product.

```lean
omit [InnerProductSpace ℝ E] in
/-- If the momentum transfer is at most `a - b`, an electron on the majority Fermi surface of
radius `a` always ends at a momentum of norm at least `b`. -/
theorem fermi_surface_unblocked {a b : ℝ} {k q : E} (hk : ‖k‖ = a) (hq : ‖q‖ ≤ a - b) :
    b ≤ ‖k + q‖ := by
  have h := norm_sub_le (k + q) q
  rw [add_sub_cancel_right] at h
  linarith
```

## (d) Every projection occurs on the sphere

Let the dimension be at least two, $q\ne0$ and $a\ge0$. Show that for each $x$ with $-aQ\le x\le aQ$ there is a $k$ with
$$\|k\|=a,\qquad \langle k,q\rangle=x .$$

**Solution.** The poles $k=\pm a\,q/Q$ have norm $a$ and give $\langle k,q\rangle=\pm aQ$. In dimension at least two the sphere of radius $a$ is connected (for $a=0$ it is a single point). The function $k\mapsto\langle k,q\rangle$ is continuous, so by the intermediate value theorem it takes every value between those at the poles.

The dimension condition is `1 < Module.rank ℝ E`, which also admits infinite dimension. In the proof, `hs` places the poles on the sphere, `hin` computes their inner products with $q$, and `isPreconnected_sphere` supplies the connectedness.

```lean
/-- In dimension at least two and for `q ≠ 0`, the product `⟨k, q⟩` takes every value between
`-a ‖q‖` and `a ‖q‖` on the sphere of radius `a ≥ 0`. -/
theorem exists_on_fermi_surface (hdim : 1 < Module.rank ℝ E) {a x : ℝ} {q : E}
    (ha : 0 ≤ a) (hq : q ≠ 0) (hx : x ∈ Icc (-(a * ‖q‖)) (a * ‖q‖)) :
    ∃ k : E, ‖k‖ = a ∧ inner ℝ k q = x := by
  have hQ : 0 < ‖q‖ := norm_pos_iff.mpr hq
  have hQ' : ‖q‖ ≠ 0 := hQ.ne'
  -- the two poles of the sphere along `q`
  have hs : ∀ s : ℝ, |s| = a → (s / ‖q‖) • q ∈ Metric.sphere (0 : E) a := by
    intro s h
    rw [mem_sphere_zero_iff_norm, norm_smul, Real.norm_eq_abs, abs_div, abs_of_pos hQ,
      div_mul_cancel₀ _ hQ', h]
  have hin : ∀ s : ℝ, inner ℝ ((s / ‖q‖) • q) q = s * ‖q‖ := by
    intro s
    rw [real_inner_smul_left, real_inner_self_eq_norm_sq]
    field_simp
  -- the sphere is connected, so all intermediate values occur
  have hcont : ContinuousOn (fun k : E => (inner ℝ k q : ℝ)) (Metric.sphere (0 : E) a) :=
    (continuous_id.inner continuous_const).continuousOn
  have himg := (isPreconnected_sphere hdim (0 : E) a).intermediate_value
    (hs (-a) (by rw [abs_neg, abs_of_nonneg ha])) (hs a (abs_of_nonneg ha)) hcont
  have hx' : x ∈ Icc (inner ℝ ((-a / ‖q‖) • q) q : ℝ) (inner ℝ ((a / ‖q‖) • q) q) := by
    rw [hin, hin]
    exact ⟨by linarith [hx.1], hx.2⟩
  obtain ⟨k, hk, hkx⟩ := himg hx'
  exact ⟨k, mem_sphere_zero_iff_norm.mp hk, hkx⟩
```

## (e) The continuum as a set

Let the dimension be at least two, $b\ge0$, $q\neq0$ and $Q\le a-b$. Show that
$$\{\text{spin-flip energies at } q\}=\left[D+\tfrac12Q^2-aQ,\;D+\tfrac12Q^2+aQ\right].$$

**Solution.** Part (b) shows that every spin-flip energy lies in the interval. Conversely, take $\omega$ in the interval and set $x=\omega-D-Q^2/2$, so that $|x|\le aQ$. The hypotheses give $a\ge b+Q\ge0$, so (d) provides a $k$ with $\|k\|=a$ and $\langle k,q\rangle=x$. By (c) this flip is allowed, and by (a) its energy is $\omega$. The two bullets of the Lean proof are these two inclusions.

```lean
/-- In dimension at least two, for `b ≥ 0` and a nonzero momentum transfer of norm at most
`a - b`, the spin-flip energies fill exactly the interval of half-width `a ‖q‖` centred at
`D + ‖q‖² / 2`. -/
theorem stonerContinuum_eq_Icc (hdim : 1 < Module.rank ℝ E) (D : ℝ) {a b : ℝ} {q : E}
    (hb : 0 ≤ b) (hq : q ≠ 0) (hqab : ‖q‖ ≤ a - b) :
    stonerContinuum D a b q =
      Icc (D + ‖q‖ ^ 2 / 2 - a * ‖q‖) (D + ‖q‖ ^ 2 / 2 + a * ‖q‖) := by
  ext ω
  constructor
  · rintro ⟨k, hk, -, rfl⟩
    exact spinFlipEnergy_mem_Icc D q hk
  · intro hω
    have ha : 0 ≤ a := by linarith [norm_nonneg q]
    -- every energy is already reached from the majority Fermi surface
    obtain ⟨k, hk, hkx⟩ := exists_on_fermi_surface hdim (x := ω - D - ‖q‖ ^ 2 / 2) ha hq
      ⟨by linarith [hω.1], by linarith [hω.2]⟩
    refine ⟨k, hk.le, fermi_surface_unblocked hk hqab, ?_⟩
    rw [spinFlipEnergy_eq, hkx]
    ring
```

## (f) When every flip costs energy

Under the hypotheses of (e), show that all spin-flip energies are positive exactly when
$$aQ<D+\tfrac12Q^2 .$$

**Solution.** By (e) the smallest spin-flip energy is $D+Q^2/2-aQ$, and it is attained. If all energies are positive, so is this one. If this one is positive, so are all the others. Lean rewrites the continuum with (e) and applies the assumption to the left endpoint through `left_mem_Icc`.

```lean
/-- In dimension at least two, for `b ≥ 0` and a nonzero momentum transfer of norm at most
`a - b`, all spin-flip energies are positive exactly when `a ‖q‖ < D + ‖q‖² / 2`. -/
theorem spinFlip_gapped_iff (hdim : 1 < Module.rank ℝ E) (D : ℝ) {a b : ℝ} {q : E}
    (hb : 0 ≤ b) (hq : q ≠ 0) (hqab : ‖q‖ ≤ a - b) :
    (∀ ω ∈ stonerContinuum D a b q, 0 < ω) ↔ a * ‖q‖ < D + ‖q‖ ^ 2 / 2 := by
  rw [stonerContinuum_eq_Icc hdim D hb hq hqab]
  have ha : 0 ≤ a := by linarith [norm_nonneg q]
  have haq : 0 ≤ a * ‖q‖ := mul_nonneg ha (norm_nonneg q)
  constructor
  · intro h
    have h0 := h _ (left_mem_Icc.mpr (by linarith))
    linarith
  · intro h ω hω
    linarith [hω.1]
```

## (g) Losing the lower edge at larger momentum transfer

Let $b\ge0$ and $a-b<Q<a+b$, in any dimension. Show that
$$D+\tfrac12Q^2-aQ\ \text{ is not a spin-flip energy.}$$

**Solution.** Suppose an allowed $k$ had this energy. Then (a) gives $\langle k,q\rangle=-aQ$, so
$$\|k+q\|^2=\|k\|^2-2aQ+Q^2\le(a-Q)^2 .$$
The assumptions on $Q$ make both factors positive in
$$(b-a+Q)(b+a-Q)=b^2-(a-Q)^2 ,$$
so $\|k+q\|^2<b^2$. The final state would lie inside the filled minority sphere, a contradiction. The product is `hpos`, and `nlinarith` combines it with the squared bounds. The new lower limit of the continuum is left undetermined.

```lean
/-- For `b ≥ 0` and a momentum transfer strictly between `a - b` and `a + b`, the energy
`D + ‖q‖² / 2 - a ‖q‖` is not a spin-flip energy. -/
theorem lower_edge_blocked (D : ℝ) {a b : ℝ} {q : E} (hb : 0 ≤ b)
    (h1 : a - b < ‖q‖) (h2 : ‖q‖ < a + b) :
    D + ‖q‖ ^ 2 / 2 - a * ‖q‖ ∉ stonerContinuum D a b q := by
  rintro ⟨k, hk, hkb, he⟩
  rw [spinFlipEnergy_eq] at he
  have hin : inner ℝ k q = -(a * ‖q‖) := by linarith
  have hn := norm_add_sq_real k q
  rw [hin] at hn
  have hk2 : ‖k‖ ^ 2 ≤ a ^ 2 := pow_le_pow_left₀ (norm_nonneg k) hk 2
  have hb2 : b ^ 2 ≤ ‖k + q‖ ^ 2 := pow_le_pow_left₀ hb hkb 2
  -- the final momentum would lie inside the minority Fermi sphere
  have hpos : 0 < (b - a + ‖q‖) * (b + a - ‖q‖) :=
    mul_pos (by linarith) (by linarith)
  nlinarith
```

## (h) A hole in one dimension

On the real line let $b>0$ and $0<q\le a-b$. Show that the energy
$$D-\tfrac12q^2$$
lies in the interval of (e) but is not a spin-flip energy.

**Solution.** The energy exceeds the lower edge by $q(a-q)\ge0$ and lies below the upper edge by $q^2+aq>0$. If a flip had this energy, then $qk+q^2/2=-q^2/2$, so $q(k+q)=0$ and $k+q=0$. The final momentum would be zero, which is occupied because $b>0$. In Lean, `linear_combination he` produces the equation $q(k+q)=0$.

The dimension condition in (e) therefore cannot be relaxed to include dimension one when $b>0$. On a line the filled minority states separate the allowed final momenta into $k+q\le-b$ and $k+q\ge b$, and this leaves a gap in the energies. The proof of (e) breaks at step (d), because the "sphere" there is just two points.

```lean
/-- On a line, with `b > 0` and `0 < q ≤ a - b`, the energy `D - q² / 2` lies between
`D + q² / 2 - a q` and `D + q² / 2 + a q` but is not a spin-flip energy. -/
theorem one_dimensional_hole (D : ℝ) {a b q : ℝ} (hb : 0 < b) (hq : 0 < q)
    (hqab : q ≤ a - b) :
    D - q ^ 2 / 2 ∈ Icc (D + q ^ 2 / 2 - a * q) (D + q ^ 2 / 2 + a * q) ∧
      D - q ^ 2 / 2 ∉ stonerContinuum D a b q := by
  constructor
  · have h1 : 0 ≤ q * (a - q) := mul_nonneg hq.le (by linarith)
    have h2 : 0 < q * q := mul_pos hq hq
    constructor <;> nlinarith
  · rintro ⟨k, -, hkb, he⟩
    simp only [spinFlipEnergy, Real.norm_eq_abs, sq_abs] at he
    -- this energy forces the final momentum to vanish
    have h : q * (k + q) = 0 := by linear_combination he
    have h0 : k + q = 0 := (mul_eq_zero.mp h).resolve_left hq.ne'
    rw [h0, norm_zero] at hkb
    linarith

end

end StonerContinuum
```

```lean
#print axioms StonerContinuum.stonerContinuum_eq_Icc
-- 'StonerContinuum.stonerContinuum_eq_Icc' depends on axioms: [propext, Classical.choice, Quot.sound]
#print axioms StonerContinuum.spinFlip_gapped_iff
-- 'StonerContinuum.spinFlip_gapped_iff' depends on axioms: [propext, Classical.choice, Quot.sound]
#print axioms StonerContinuum.lower_edge_blocked
-- 'StonerContinuum.lower_edge_blocked' depends on axioms: [propext, Classical.choice, Quot.sound]
#print axioms StonerContinuum.one_dimensional_hole
-- 'StonerContinuum.one_dimensional_hole' depends on axioms: [propext, Classical.choice, Quot.sound]
```
